# For K ≠ 0, the p² repulsion J + K(X + D) has spatial levels J − K, J + K and J + 4K with multiplicities 3, 5 and 1

A spatial state of two p electrons is represented here by a real 3×3 matrix \(\psi\), whose entry \(\psi_{ij}\) is the coefficient of \(e_i\otimes e_j\). The vectors \(e_i\) are the real orbitals \(p_x, p_y, p_z\), numbered 0, 1, 2 in the Lean file. The first factor belongs to electron 1 and the second to electron 2. Real coefficients are enough here: the operator \(V\) below is real and symmetric, so allowing complex coefficients changes neither its levels nor their multiplicities. Spin is left out of the matrix and enters only when the levels are given their term symbols.

In this representation the exchange \(X\) of the electrons is transposition, and the contraction \(D\), defined by \(D(a\otimes b)=(a\cdot b)\sum_i e_i\otimes e_i\), replaces \(\psi\) by its trace times the identity matrix \(\mathbf 1\):

\[
X\psi=\psi^{T},\qquad D\psi=(\operatorname{tr}\psi)\,\mathbf 1,\qquad V=J+K(X+D).
\]

The number \(J\) stands for the Coulomb integral between two different real p orbitals, and \(K\) for their exchange integral. For \(K\neq0\) the levels of \(V\) are as follows, where multiplicity means the number of linearly independent spatial states, not the spin multiplicity \(2S+1\):

| Level | Multiplicity | Spatial states | Term |
|---|---|---|---|
| \(J-K\) | 3 | antisymmetric | ³P |
| \(J+K\) | 5 | symmetric, traceless | ¹D |
| \(J+4K\) | 1 | multiples of \(\mathbf 1\) | ¹S |

The doubly occupied \(p_x\) determinant has mean repulsion \(J+2K\), which lies above the ¹D level when \(K>0\).

## Checking the interaction in a p-shell code

A code that diagonalises the interaction of two electrons in an isolated p shell can be tested against this table. The table counts spatial states: if the code includes spin, the ³P level appears nine times, since each of its three spatial states comes with three spin states, while ¹D and ¹S still appear five times and once. The test is sensitive to the relation between its parameters. The repulsion within one orbital must be \(J+2K\) if the repulsion between different orbitals is \(J\). In Kanamori notation this is \(U=U'+2J_H\), with \(U'=J\) and \(J_H=K\). If the input violates it, the five ¹D states split into a pair and a triple.

The mean value matters when a single determinant is used to estimate a term energy. Within this fixed-orbital, one-shell model, \(p_x^2\) gives an energy \(K\) above ¹D, because the determinant also contains ¹S.

## Solving the eigenvalue equation entry by entry

For \(K\ne0\) every candidate eigenvalue can be written as \(J+Km\). Subtracting \(J\psi\) from \(V\psi=(J+Km)\psi\) and dividing by \(K\) gives

\[
\psi_{ji}+\delta_{ij}\,t=m\,\psi_{ij},\qquad t=\operatorname{tr}\psi .
\]

This separates into

\[
\psi_{ji}=m\psi_{ij}\quad(i\ne j),\qquad \psi_{ii}+t=m\psi_{ii}.
\]

Summing the diagonal relations gives \((m-4)t=0\). Using the off-diagonal relation twice gives \((m^2-1)\psi_{ij}=0\) for \(i\neq j\).

- For \(m=-1\), the trace vanishes, so the diagonal relation becomes \(2\psi_{ii}=0\). The off-diagonal entries satisfy \(\psi_{ji}=-\psi_{ij}\). Three numbers remain free.
- For \(m=1\), the diagonal relation says \(t=0\), and the matrix is symmetric. Six symmetric entries with one condition leave five free numbers.
- For \(m=4\), the off-diagonal entries vanish and \(\psi_{ii}=t/3\), so \(\psi\) is a multiple of \(\mathbf 1\).
- For any other \(m\), first \(t=0\), then \((m-1)\psi_{ii}=0\) removes the diagonal, and \((m^2-1)\psi_{ij}=0\) removes the rest. No eigenvector exists.

**Angular momentum.** Let \(G_k\) be the real rotation generators, with entries \((G_k)_{ab}=-\varepsilon_{kab}\), where \(\varepsilon\) is the Levi-Civita symbol. Rotating both electrons about axis \(k\) generates \(T_k\psi=G_k\psi+\psi G_k^T\), and in units of \(\hbar^2\) the squared total angular momentum is \(L^2=-\sum_kT_k^2\). Since \(-\sum_kG_k^2=2\cdot\mathbf 1\),

\[
L^2\psi=4\psi-2\sum_kG_k\psi G_k^T .
\]

The identity \(\sum_k\varepsilon_{kia}\varepsilon_{kjb}=\delta_{ij}\delta_{ab}-\delta_{ib}\delta_{aj}\) turns the last sum into \(t\,\mathbf 1-\psi^T\), hence

\[
L^2\psi=4\psi+2(\psi^T-t\,\mathbf 1).
\]

On antisymmetric, symmetric traceless and scalar matrices this gives \(4-2=2\), \(4+2=6\) and \(4+2(1-3)=0\). These are \(L(L+1)\) for \(L=1,2,0\), that is P, D and S. The Pauli principle pairs the antisymmetric spatial states with a spin triplet and the symmetric ones with a singlet.

**The determinant.** For \(p_x^2\) the only nonzero entry is \(\psi_{xx}=1\), so the state is normalised and

\[
\langle\psi,V\psi\rangle=J\cdot1+K(1+1)=J+2K .
\]

Its traceless part \(\operatorname{diag}(2/3,-1/3,-1/3)\) has squared norm \(2/3\), and its scalar part \(\mathbf 1/3\) has squared norm \(1/3\). The determinant is therefore two thirds ¹D and one third ¹S by weight, and is not an eigenstate when \(K\neq0\).

**Numbers.** Take \(J=10\) and \(K=1\) in any energy unit. On \(xx,yy,zz\) the matrix of \(V\) is

\[
\begin{pmatrix}12&1&1\\1&12&1\\1&1&12\end{pmatrix},
\]

with eigenvalues 14, 11, 11. Each of the three pairs such as \(xy,yx\) has the block \(\begin{pmatrix}10&1\\1&10\end{pmatrix}\), with eigenvalues 11 and 9. Together they give 9 three times, 11 five times and 14 once. The \(p_x^2\) mean is \(\tfrac23\cdot11+\tfrac13\cdot14=12\).

## The p² levels in Lean

```lean
import Mathlib

open Matrix Module.End

namespace PSquaredTerms

noncomputable section

/-- Spatial states of two p electrons, as the matrix of coefficients of `e_i ⊗ e_j`. -/
abbrev TwoP := Matrix (Fin 3) (Fin 3) ℝ

/-- The product state `a ⊗ b`. -/
def pair (a b : Fin 3 → ℝ) : TwoP := Matrix.of fun i j => a i * b j

/-- The exchange `X` of the two electrons. -/
def exchange : TwoP →ₗ[ℝ] TwoP where
  toFun ψ := ψᵀ
  map_add' _ _ := Matrix.transpose_add _ _
  map_smul' _ _ := Matrix.transpose_smul _ _

/-- The operator `D`, which sends a state to its trace times the scalar pair state `∑ e_i ⊗ e_i`. -/
def contraction : TwoP →ₗ[ℝ] TwoP where
  toFun ψ := ψ.trace • (1 : TwoP)
  map_add' _ _ := by rw [Matrix.trace_add, add_smul]
  map_smul' _ _ := by simp [Matrix.trace_smul, mul_smul]

/-- The electron repulsion `V = J + K (X + D)` in the p shell. -/
def repulsion (J K : ℝ) : TwoP →ₗ[ℝ] TwoP :=
  J • LinearMap.id + K • (exchange + contraction)

/-- On product states `X (a ⊗ b) = b ⊗ a` and `D (a ⊗ b) = (a · b) ∑ e_i ⊗ e_i`. -/
theorem action_on_products (a b : Fin 3 → ℝ) :
    exchange (pair a b) = pair b a ∧
    contraction (pair a b) = (a ⬝ᵥ b) • ∑ i, pair (Pi.single i 1) (Pi.single i 1) := by
  constructor
  · ext i j
    simp [exchange, pair, mul_comm]
  · ext i j
    fin_cases i <;> fin_cases j <;>
      simp [contraction, pair, Matrix.trace_fin_three, Fin.sum_univ_three, dotProduct]

/-- The coefficients of `V ψ`. -/
theorem repulsion_apply (J K : ℝ) (ψ : TwoP) (i j : Fin 3) :
    repulsion J K ψ i j = J * ψ i j + K * (ψ j i + ψ.trace * (1 : TwoP) i j) := by
  simp [repulsion, exchange, contraction]
  ring

/-- For `K ≠ 0`, the eigenvalue equation at energy `J + K m` separates into relations
between off-diagonal coefficients and relations for the diagonal ones. -/
theorem eigen_iff {J K : ℝ} (hK : K ≠ 0) (m : ℝ) (ψ : TwoP) :
    ψ ∈ eigenspace (repulsion J K) (J + K * m) ↔
      (∀ i j, i ≠ j → ψ j i = m * ψ i j) ∧ ∀ i, ψ i i + ψ.trace = m * ψ i i := by
  rw [mem_eigenspace_iff]
  constructor
  · intro h
    have e : ∀ i j, ψ j i + ψ.trace * (1 : TwoP) i j = m * ψ i j := by
      intro i j
      have e : repulsion J K ψ i j = ((J + K * m) • ψ) i j := by rw [h]
      rw [repulsion_apply, Matrix.smul_apply, smul_eq_mul] at e
      apply mul_left_cancel₀ hK
      linear_combination e
    exact ⟨fun i j hij => by simpa [Matrix.one_apply_ne hij] using e i j,
      fun i => by rw [← e i i, Matrix.one_apply_eq, mul_one]⟩
  · rintro ⟨h1, h2⟩
    ext i j
    rw [repulsion_apply, Matrix.smul_apply, smul_eq_mul]
    by_cases hij : i = j
    · subst hij
      rw [Matrix.one_apply_eq]
      linear_combination K * h2 i
    · rw [Matrix.one_apply_ne hij]
      linear_combination K * h1 i j hij

/-- The antisymmetric state with three given coefficients. -/
def axial : (Fin 3 → ℝ) →ₗ[ℝ] TwoP where
  toFun a := !![0, a 0, a 1; -a 0, 0, a 2; -a 1, -a 2, 0]
  map_add' a b := by ext i j; fin_cases i <;> fin_cases j <;> simp <;> ring
  map_smul' c a := by ext i j; fin_cases i <;> fin_cases j <;> simp

/-- The symmetric traceless state with five given coefficients. -/
def quadrupole : (Fin 5 → ℝ) →ₗ[ℝ] TwoP where
  toFun a := !![a 0, a 1, a 2; a 1, a 3, a 4; a 2, a 4, -a 0 - a 3]
  map_add' a b := by ext i j; fin_cases i <;> fin_cases j <;> simp; ring
  map_smul' c a := by ext i j; fin_cases i <;> fin_cases j <;> simp; ring

/-- For `K ≠ 0` the eigenstates at `J - K`, `J + K` and `J + 4K` are respectively the
antisymmetric, the symmetric traceless and the scalar states. -/
theorem eigenspaces {J K : ℝ} (hK : K ≠ 0) :
    eigenspace (repulsion J K) (J - K) = LinearMap.range axial ∧
    eigenspace (repulsion J K) (J + K) = LinearMap.range quadrupole ∧
    eigenspace (repulsion J K) (J + 4 * K) = Submodule.span ℝ {(1 : TwoP)} := by
  refine ⟨?_, ?_, ?_⟩ <;> ext ψ <;> have t := Matrix.trace_fin_three ψ
  · rw [show J - K = J + K * (-1) by ring, eigen_iff hK, LinearMap.mem_range]
    constructor
    · rintro ⟨h, d⟩
      refine ⟨![ψ 0 1, ψ 0 2, ψ 1 2], ?_⟩
      ext i j
      fin_cases i <;> fin_cases j <;> simp [axial] <;>
        linarith [d 0, d 1, d 2, h 0 1 (by decide), h 0 2 (by decide), h 1 2 (by decide)]
    · rintro ⟨a, rfl⟩
      refine ⟨fun i j _ => ?_, fun i => ?_⟩
      · fin_cases i <;> fin_cases j <;> simp [axial]
      · fin_cases i <;> simp [axial, Matrix.trace_fin_three]
  · rw [show J + K = J + K * 1 by ring, eigen_iff hK, LinearMap.mem_range]
    constructor
    · rintro ⟨h, d⟩
      refine ⟨![ψ 0 0, ψ 0 1, ψ 0 2, ψ 1 1, ψ 1 2], ?_⟩
      ext i j
      fin_cases i <;> fin_cases j <;> simp [quadrupole] <;>
        linarith [d 0, h 0 1 (by decide), h 0 2 (by decide), h 1 2 (by decide)]
    · rintro ⟨a, rfl⟩
      refine ⟨fun i j _ => ?_, fun i => ?_⟩
      · fin_cases i <;> fin_cases j <;> simp [quadrupole]
      · fin_cases i <;> simp [quadrupole, Matrix.trace_fin_three]
  · rw [show J + 4 * K = J + K * 4 by ring, eigen_iff hK, Submodule.mem_span_singleton]
    constructor
    · rintro ⟨h, d⟩
      refine ⟨ψ.trace / 3, ?_⟩
      ext i j
      rw [Matrix.smul_apply, smul_eq_mul]
      by_cases hij : i = j
      · subst hij
        rw [Matrix.one_apply_eq]
        linear_combination (1 / 3) * d i
      · rw [Matrix.one_apply_ne hij]
        linear_combination (4 * h i j hij + h j i (Ne.symm hij)) / 15
    · rintro ⟨c, rfl⟩
      refine ⟨fun i j hij => ?_, fun i => ?_⟩
      · simp [Matrix.one_apply_ne hij, Matrix.one_apply_ne (Ne.symm hij)]
      · rw [Matrix.trace_smul, Matrix.trace_one, Matrix.smul_apply, Matrix.one_apply_eq,
          Fintype.card_fin, smul_eq_mul, smul_eq_mul]
        push_cast
        ring

/-- For `K ≠ 0` the repulsion has the levels `J - K`, `J + K` and `J + 4K` with
multiplicities 3, 5 and 1, and no other eigenvalue. -/
theorem spectrum_p_squared {J K : ℝ} (hK : K ≠ 0) :
    Module.finrank ℝ (eigenspace (repulsion J K) (J - K)) = 3 ∧
    Module.finrank ℝ (eigenspace (repulsion J K) (J + K)) = 5 ∧
    Module.finrank ℝ (eigenspace (repulsion J K) (J + 4 * K)) = 1 ∧
    ∀ μ, HasEigenvalue (repulsion J K) μ → μ = J - K ∨ μ = J + K ∨ μ = J + 4 * K := by
  obtain ⟨hP, hD, hS⟩ := eigenspaces (J := J) hK
  rw [hP, hD, hS]
  refine ⟨?_, ?_, finrank_span_singleton one_ne_zero, ?_⟩
  · rw [LinearMap.finrank_range_of_inj, Module.finrank_fin_fun]
    intro a b h
    have e : ∀ i j, axial a i j = axial b i j := fun i j => by rw [h]
    ext k
    fin_cases k
    exacts [e 0 1, e 0 2, e 1 2]
  · rw [LinearMap.finrank_range_of_inj, Module.finrank_fin_fun]
    intro a b h
    have e : ∀ i j, quadrupole a i j = quadrupole b i j := fun i j => by rw [h]
    ext k
    fin_cases k
    exacts [e 0 0, e 0 1, e 0 2, e 1 1, e 1 2]
  · intro μ hμ
    obtain ⟨ψ, hψ⟩ := hμ.exists_hasEigenvector
    obtain ⟨m, rfl⟩ : ∃ m, μ = J + K * m :=
      ⟨K⁻¹ * (μ - J), by rw [mul_inv_cancel_left₀ hK]; ring⟩
    obtain ⟨h, d⟩ := (eigen_iff hK m ψ).1 hψ.1
    by_contra! hn
    obtain ⟨n1, n2, n3⟩ := hn
    have a : m + 1 ≠ 0 := fun h => n1 (by linear_combination K * h)
    have b : m - 1 ≠ 0 := fun h => n2 (by linear_combination K * h)
    have c : m - 4 ≠ 0 := fun h => n3 (by linear_combination K * h)
    -- the trace, the diagonal and the off-diagonal part all vanish
    have ht : ψ.trace = 0 := by
      apply mul_left_cancel₀ c
      linear_combination (m - 1) * Matrix.trace_fin_three ψ - d 0 - d 1 - d 2
    refine hψ.2 ?_
    ext i j
    rw [Matrix.zero_apply]
    by_cases hij : i = j
    · subst hij
      apply mul_left_cancel₀ b
      linear_combination ht - d i
    · apply mul_left_cancel₀ (mul_ne_zero b a)
      linear_combination -h j i (Ne.symm hij) - m * h i j hij

/-- The real generators of rotations about the x, y and z axes. -/
def generator : Fin 3 → TwoP :=
  ![!![0, 0, 0; 0, 0, -1; 0, 1, 0], !![0, 0, 1; 0, 0, 0; -1, 0, 0],
    !![0, -1, 0; 1, 0, 0; 0, 0, 0]]

/-- The generator of a simultaneous rotation of both electrons about axis `k`. -/
def totalGenerator (k : Fin 3) (ψ : TwoP) : TwoP :=
  generator k * ψ + ψ * (generator k)ᵀ

/-- The squared total orbital angular momentum, in units of `ħ²`. -/
def angularSq (ψ : TwoP) : TwoP := -∑ k, totalGenerator k (totalGenerator k ψ)

/-- The squared total orbital angular momentum is 2 on antisymmetric states, 6 on
symmetric traceless states and 0 on the scalar pair state. -/
theorem angularSq_terms (a : Fin 3 → ℝ) (q : Fin 5 → ℝ) :
    angularSq (axial a) = (2 : ℝ) • axial a ∧
    angularSq (quadrupole q) = (6 : ℝ) • quadrupole q ∧ angularSq 1 = 0 := by
  refine ⟨?_, ?_, ?_⟩ <;> ext i j <;>
    simp only [angularSq, totalGenerator, Fin.sum_univ_three, Matrix.neg_apply,
      Matrix.add_apply, Matrix.mul_apply, Matrix.transpose_apply, Matrix.smul_apply,
      Matrix.one_apply] <;>
    fin_cases i <;> fin_cases j <;> simp [generator, axial, quadrupole] <;> ring

/-- The expectation value `⟨ψ, V ψ⟩` of the repulsion, for a normalised state `ψ`. -/
def meanRepulsion (J K : ℝ) (ψ : TwoP) : ℝ := ∑ i, ∑ j, ψ i j * repulsion J K ψ i j

/-- The spatial part of the determinant with the px orbital doubly occupied. -/
def pxSquared : TwoP := pair ![1, 0, 0] ![1, 0, 0]

/-- The doubly occupied px determinant has mean repulsion `J + 2K`, which for `K > 0`
lies above the level `J + K`. -/
theorem pxSquared_mean (J K : ℝ) :
    meanRepulsion J K pxSquared = J + 2 * K ∧
    (0 < K → J + K < meanRepulsion J K pxSquared) := by
  have h : meanRepulsion J K pxSquared = J + 2 * K := by
    simp only [meanRepulsion, repulsion_apply, Matrix.trace_fin_three, Fin.sum_univ_three]
    simp [pxSquared, pair]
    ring
  exact ⟨h, fun hK => by rw [h]; linarith⟩

end

end PSquaredTerms
```

```lean
#print axioms PSquaredTerms.action_on_products
#print axioms PSquaredTerms.spectrum_p_squared
#print axioms PSquaredTerms.angularSq_terms
#print axioms PSquaredTerms.pxSquared_mean
```

```
'PSquaredTerms.action_on_products' depends on axioms: [propext, Classical.choice, Quot.sound]
'PSquaredTerms.spectrum_p_squared' depends on axioms: [propext, Classical.choice, Quot.sound]
'PSquaredTerms.angularSq_terms' depends on axioms: [propext, Classical.choice, Quot.sound]
'PSquaredTerms.pxSquared_mean' depends on axioms: [propext, Classical.choice, Quot.sound]
```

## From the matrix operator to the atomic terms

**The statements.** `TwoP` is the space of coefficient matrices and `pair a b` is \(a\otimes b\). The theorem `action_on_products` confirms that `exchange` and `contraction` act on products as \(X\) and \(D\) should. In `spectrum_p_squared`, a multiplicity is the `Module.finrank` of an eigenspace of `repulsion J K`, and the last clause says that every eigenvalue is one of the three listed. The theorem `eigenspaces` says which states belong to each level. The matrix `1` that spans the top level has squared norm 3; the normalised state is \(\mathbf 1/\sqrt3\).

The hypothesis `hK` requires only \(K\ne0\), so the order of the levels is left open. At \(K=0\) the operator is \(J\) times the identity, and all nine states share one level. In `pxSquared_mean` the value \(J+2K\) holds for all real \(J\) and \(K\), and the comparison with \(J+K\) assumes \(K>0\). The function `meanRepulsion` does not divide by the norm, which is harmless for the normalised state `pxSquared`.

**The proofs.** `repulsion_apply` writes out an entry of \(V\psi\), and `eigen_iff` is the separation into off-diagonal and diagonal relations, with `mul_left_cancel₀ hK` performing the division by \(K\). In `eigenspaces`, the free numbers are read off from \(\psi\) and passed to `axial` or `quadrupole`; `linarith` then obtains the remaining entries from the relations. For the scalar level the coefficient is `ψ.trace / 3`.

The dimensions 3 and 5 follow because these two parametrisations are injective: each parameter can be recovered from a matrix entry. To exclude further eigenvalues, the proof assumes that \(m+1\), \(m-1\) and \(m-4\) are all nonzero and removes the trace, the diagonal and the off-diagonal entries in turn, as above. This contradicts the eigenvector being nonzero.

`angularSq_terms` does not go through the formula for \(L^2\). It expands the generators and checks the nine entries for each family with `simp` and `ring`. The mean value in `pxSquared_mean` is also obtained by expanding the sums.

**The physical input.** The form of \(V\) is assumed. It describes a spherically symmetric repulsion between electrons in real p orbitals with a common radial function, but the file neither derives it from \(1/r_{12}\) nor computes \(J\) and \(K\). The spin labels and the weights of ¹D and ¹S in \(p_x^2\) rest on the derivation above, not on a Lean theorem. For a real atom, orbital relaxation, mixing with other configurations and spin–orbit coupling would all change the levels.
